# For point charges of zero total charge, the exchange term approaches its dipole form at small wave vector

The theorem `exchangeHead_asymptotic` concerns finitely many real point charges p_j at positions x_j in three-dimensional space, with total charge zero. Their pair density at wave vector q is the sum of p_j exp(i⟨q, x_j⟩), and the exchange term, taken here without its constant prefactors, is the squared modulus of that sum divided by ‖q‖². The claim is that the difference between this term and ⟨q, d⟩²/‖q‖², where d = ∑ p_j x_j is the dipole moment, tends to zero as nonzero q tends to zero in any manner. The proof takes from `pairDensity_expansion` a second-order bound on the error of the dipole term, factors the difference of squares, and squeezes the norm of the result between zero and a bound that vanishes with q.

An attempt in Lean 4 with a fault in it:

```lean
import Mathlib

open Filter Topology

namespace ExchangeHeadAsymptotic

noncomputable section

/-- Three-dimensional space, used for positions and for wave vectors. -/
abbrev V := EuclideanSpace ℝ (Fin 3)

variable {ι : Type*} [Fintype ι]

/-- The pair density of point charges `p j` at `x j`, at wave vector `q`. -/
def pairDensity (p : ι → ℝ) (x : ι → V) (q : V) : ℂ :=
  ∑ j, (p j : ℂ) * Complex.exp (((inner ℝ q (x j) : ℝ) : ℂ) * Complex.I)

/-- The dipole moment of the point charges. -/
def dipole (p : ι → ℝ) (x : ι → V) : V := ∑ j, p j • x j

/-- The exchange term at wave vector `q ≠ 0`, up to constant prefactors: the squared modulus of
the pair density times the Coulomb factor `1 / ‖q‖ ^ 2`. -/
def exchangeHead (p : ι → ℝ) (x : ι → V) (q : V) : ℝ :=
  ‖pairDensity p x q‖ ^ 2 / ‖q‖ ^ 2

/-- A phase factor differs from its first-order expansion by at most three times the square
of the phase. -/
theorem phase_bound (θ : ℝ) :
    ‖Complex.exp ((θ : ℂ) * Complex.I) - 1 - (θ : ℂ) * Complex.I‖ ≤ 3 * θ ^ 2 := by
  have hn : ‖(θ : ℂ) * Complex.I‖ = |θ| := by simp
  rcases le_total |θ| 1 with h | h
  · have h1 := Complex.norm_exp_sub_one_sub_id_le (x := (θ : ℂ) * Complex.I)
      (by rw [hn]; exact h)
    rw [hn, sq_abs] at h1
    nlinarith [sq_nonneg θ]
  · -- for large phases the triangle inequality is enough
    calc _ ≤ ‖Complex.exp ((θ : ℂ) * Complex.I)‖ + ‖(1 : ℂ)‖ + ‖(θ : ℂ) * Complex.I‖ :=
          (norm_sub_le _ _).trans (add_le_add (norm_sub_le _ _) le_rfl)
      _ = 1 + 1 + |θ| := by rw [Complex.norm_exp_ofReal_mul_I, hn, norm_one]
      _ ≤ 3 * θ ^ 2 := by
          rw [← sq_abs θ]
          nlinarith

/-- For zero total charge, the pair density equals its dipole term `i⟨q, d⟩` up to an explicit
error of second order in `q`. -/
theorem pairDensity_expansion (p : ι → ℝ) (x : ι → V) (hp : ∑ j, p j = 0) (q : V) :
    ‖pairDensity p x q - ((inner ℝ q (dipole p x) : ℝ) : ℂ) * Complex.I‖
      ≤ (3 * ∑ j, |p j| * ‖x j‖ ^ 2) * ‖q‖ ^ 2 := by
  have h0 : ∑ j, (p j : ℂ) = 0 := by exact_mod_cast hp
  have hd : ((inner ℝ q (dipole p x) : ℝ) : ℂ)
      = ∑ j, (p j : ℂ) * ((inner ℝ q (x j) : ℝ) : ℂ) := by
    rw [dipole, inner_sum, Complex.ofReal_sum]
    refine Finset.sum_congr rfl fun j _ => ?_
    rw [real_inner_smul_right, Complex.ofReal_mul]
  -- neutrality removes the zeroth-order term
  have key : pairDensity p x q - ((inner ℝ q (dipole p x) : ℝ) : ℂ) * Complex.I
      = ∑ j, (p j : ℂ) * (Complex.exp (((inner ℝ q (x j) : ℝ) : ℂ) * Complex.I) - 1
          - ((inner ℝ q (x j) : ℝ) : ℂ) * Complex.I) := by
    rw [hd, pairDensity]
    simp only [mul_sub, mul_one, Finset.sum_sub_distrib, h0, sub_zero, Finset.sum_mul, mul_assoc]
  rw [key, Finset.mul_sum, Finset.sum_mul]
  refine (norm_sum_le _ _).trans (Finset.sum_le_sum fun j _ => ?_)
  have h1 := phase_bound (inner ℝ q (x j))
  have h2 : (inner ℝ q (x j) : ℝ) ^ 2 ≤ (‖q‖ * ‖x j‖) ^ 2 := by
    rw [← sq_abs]
    exact pow_le_pow_left₀ (abs_nonneg _) (abs_real_inner_le_norm q (x j)) 2
  rw [norm_mul, Complex.norm_real, Real.norm_eq_abs]
  calc _ ≤ |p j| * (3 * (‖q‖ * ‖x j‖) ^ 2) :=
        mul_le_mul_of_nonneg_left (by linarith) (abs_nonneg _)
    _ = _ := by ring

/-- For zero total charge, the exchange term approaches `⟨q, d⟩² / ‖q‖²` as nonzero `q` tends
to zero in any manner. -/
theorem exchangeHead_asymptotic (p : ι → ℝ) (x : ι → V) (hp : ∑ j, p j = 0) :
    Tendsto (fun q : V => exchangeHead p x q - (inner ℝ q (dipole p x)) ^ 2 / ‖q‖ ^ 2)
      (𝓝[≠] 0) (𝓝 0) := by
  obtain ⟨C, hC⟩ : ∃ C : ℝ, ∀ q : V,
      ‖pairDensity p x q - ((inner ℝ q (dipole p x) : ℝ) : ℂ) * Complex.I‖ ≤ C * ‖q‖ ^ 2 :=
    ⟨_, pairDensity_expansion p x hp⟩
  have hc : Continuous fun q : V => C * (C * ‖q‖ ^ 2 + 2 * ‖dipole p x‖ * ‖q‖) := by fun_prop
  refine squeeze_zero_norm' ?_ ((hc.tendsto' 0 0 (by simp)).mono_left nhdsWithin_le_nhds)
  filter_upwards [self_mem_nhdsWithin] with q hq
  have hr : 0 < ‖q‖ := norm_pos_iff.mpr hq
  have hr2 : 0 < ‖q‖ ^ 2 := pow_pos hr 2
  have h1 : |‖pairDensity p x q‖ - |inner ℝ q (dipole p x)|| ≤ C * ‖q‖ ^ 2 := by
    have h := (abs_norm_sub_norm_le _ _).trans (hC q)
    rwa [norm_mul, Complex.norm_I, mul_one, Complex.norm_real, Real.norm_eq_abs] at h
  have h2 := abs_real_inner_le_norm q (dipole p x)
  have h3 : |‖pairDensity p x q‖ + |inner ℝ q (dipole p x)||
      ≤ C * ‖q‖ ^ 2 + 2 * (‖q‖ * ‖dipole p x‖) := by
    rw [abs_of_nonneg (by positivity)]
    linarith [(abs_le.mp h1).2]
  -- factor the difference of squares
  rw [exchangeHead, ← sub_div, Real.norm_eq_abs, abs_div, abs_of_pos hr2, div_le_iff₀ hr2,
    ← sq_abs (inner ℝ q (dipole p x)), sq_sub_sq, mul_comm (_ + _), abs_mul]
  calc _ ≤ (C * ‖q‖ ^ 2) * (C * ‖q‖ ^ 2 + 2 * (‖q‖ * ‖dipole p x‖)) :=
        mul_le_mul h1 h3 (abs_nonneg _) ((abs_nonneg _).trans h1)
    _ = _ := by ring

end

end ExchangeHeadAsymptotic
```

Messages:

```
Main.lean:85:60: error: unexpected token '≤'; expected term
Main.lean:85:36: error: Application type mismatch: The argument
  inner ℝ q (dipole p x)
has type
  ℝ
but is expected to have type
  Bool
in the application
  or (inner ℝ q (dipole p x))
Main.lean:85:13: error(lean.synthInstanceFailed): failed to synthesize instance of type class
  HSub ℝ Bool ?m.411

Hint: Type class instance resolution failures can be inspected with the `set_option trace.Meta.synthInstance true` command.
Main.lean:85:12: error(lean.synthInstanceFailed): failed to synthesize instance of type class
  AddGroup Prop

Hint: Type class instance resolution failures can be inspected with the `set_option trace.Meta.synthInstance true` command.
Main.lean:76:24: error: unsolved goals
case h1
ι : Type u_1
inst✝ : Fintype ι
p : ι → ℝ
x : ι → V
hp : ∑ j, p j = 0
C : ℝ
hC : ∀ (q : V), ‖pairDensity p x q - ↑(inner ℝ q (dipole p x)) * Complex.I‖ ≤ C * ‖q‖ ^ 2
hc : Continuous fun q => C * (C * ‖q‖ ^ 2 + 2 * ‖dipole p x‖ * ‖q‖)
q : V
hq : q ∈ {0}ᶜ
hr : 0 < ‖q‖
hr2 : 0 < ‖q‖ ^ 2
⊢ sorry

ι : Type u_1
inst✝ : Fintype ι
p : ι → ℝ
x : ι → V
hp : ∑ j, p j = 0
C : ℝ
hC : ∀ (q : V), ‖pairDensity p x q - ↑(inner ℝ q (dipole p x)) * Complex.I‖ ≤ C * ‖q‖ ^ 2
hc : Continuous fun q => C * (C * ‖q‖ ^ 2 + 2 * ‖dipole p x‖ * ‖q‖)
q : V
hq : q ∈ {0}ᶜ
hr : 0 < ‖q‖
hr2 : 0 < ‖q‖ ^ 2
h1 : sorry
⊢ ‖exchangeHead p x q - inner ℝ q (dipole p x) ^ 2 / ‖q‖ ^ 2‖ ≤ C * (C * ‖q‖ ^ 2 + 2 * ‖dipole p x‖ * ‖q‖)
```

What went wrong. The statement of `h1` ends one absolute value directly inside another, and Lean reads the two adjacent closing bars as the single token `||`, the Boolean "or". It then wants a second operand and meets `≤`, which is the first error. The next three come from elaborating the broken fragment: `inner ℝ q (dipole p x)` is a real number where "or" needs a `Bool`, a `Bool` is being subtracted from a real, and, with the inequality lost, an absolute value stands where a proposition is expected, hence `AddGroup Prop`. The rest of the proof was not read, so both `h1` and the main goal are reported as unsolved.

Parentheses round the inner absolute value keep the bars apart. `h3` has the same fault and gets the same cure, though Lean never got far enough to report it.

The new `h4` states the factorisation of the difference of squares directly, in place of `sq_sub_sq` and `mul_comm`. No message calls for this change, since Lean never reached the old rewriting step.

The mended proof, as a diff:

```diff
@@ -83,15 +83,18 @@
   have hr : 0 < ‖q‖ := norm_pos_iff.mpr hq
   have hr2 : 0 < ‖q‖ ^ 2 := pow_pos hr 2
-  have h1 : |‖pairDensity p x q‖ - |inner ℝ q (dipole p x)|| ≤ C * ‖q‖ ^ 2 := by
+  have h1 : |‖pairDensity p x q‖ - (|inner ℝ q (dipole p x)|)| ≤ C * ‖q‖ ^ 2 := by
     have h := (abs_norm_sub_norm_le _ _).trans (hC q)
     rwa [norm_mul, Complex.norm_I, mul_one, Complex.norm_real, Real.norm_eq_abs] at h
   have h2 := abs_real_inner_le_norm q (dipole p x)
-  have h3 : |‖pairDensity p x q‖ + |inner ℝ q (dipole p x)||
+  have h3 : |‖pairDensity p x q‖ + (|inner ℝ q (dipole p x)|)|
       ≤ C * ‖q‖ ^ 2 + 2 * (‖q‖ * ‖dipole p x‖) := by
     rw [abs_of_nonneg (by positivity)]
     linarith [(abs_le.mp h1).2]
   -- factor the difference of squares
+  have h4 : ‖pairDensity p x q‖ ^ 2 - (|inner ℝ q (dipole p x)|) ^ 2
+      = (‖pairDensity p x q‖ - (|inner ℝ q (dipole p x)|))
+        * (‖pairDensity p x q‖ + (|inner ℝ q (dipole p x)|)) := by ring
   rw [exchangeHead, ← sub_div, Real.norm_eq_abs, abs_div, abs_of_pos hr2, div_le_iff₀ hr2,
-    ← sq_abs (inner ℝ q (dipole p x)), sq_sub_sq, mul_comm (_ + _), abs_mul]
+    ← sq_abs (inner ℝ q (dipole p x)), h4, abs_mul]
   calc _ ≤ (C * ‖q‖ ^ 2) * (C * ‖q‖ ^ 2 + 2 * (‖q‖ * ‖dipole p x‖)) :=
         mul_le_mul h1 h3 (abs_nonneg _) ((abs_nonneg _).trans h1)
```
